# For hydrogenic 1s densities, the ratio of GGA to exact exchange is independent of Z whenever the GGA integral converges

Suppose I define the exact exchange energy of a one-electron ion as minus the electrostatic self-energy of its density, and GGA exchange as a radial integral with a freely chosen function $F$ of the reduced gradient. For the 1s density

$$n_Z(r)=\frac{Z^3e^{-2Zr}}{\pi},\qquad Z>0,$$

both energies then seem to be proportional to the nuclear charge $Z$, so a given $F$ should make the same relative error for hydrogen as for any heavier one-electron ion. I can see this roughly from scaling, but I would like a full proof, with the convergence of the integrals accounted for and the whole argument checked in Lean. How does it go?

## Scaling the GGA integral

Work in atomic units. For a positive radial density $n$, write

$$x(r)=-\frac{n'(r)}{n(r)^{4/3}},\qquad g(r)=r^2\,n(r)^{4/3}F(x(r)),\qquad E^{\rm GGA}[n]=-4\pi\int_0^\infty g(r)\,dr .$$

The function $F$ includes the constant prefactor of local exchange, so a constant $F$ is a local density approximation. Where the density does not rise outward, as for 1s, $x$ is the usual reduced gradient $|\nabla n|/n^{4/3}$. For a density that rises somewhere, $x$ is negative there, and the usual GGA corresponds to an even $F$.

For $\gamma>0$, let $n_\gamma(r)=\gamma^3n(\gamma r)$. The chain rule and the power law give

$$n_\gamma'(r)=\gamma^4n'(\gamma r),\qquad n_\gamma(r)^{4/3}=\gamma^4n(\gamma r)^{4/3}.$$

The factors $\gamma^4$ cancel in the reduced gradient, whose value for $n_\gamma$ at $r$ is therefore $x(\gamma r)$. The integrand for $n_\gamma$ is

$$r^2\gamma^4n(\gamma r)^{4/3}F(x(\gamma r))=\gamma^2g(\gamma r),$$

and the substitution $u=\gamma r$ yields

$$\int_0^\infty\gamma^2g(\gamma r)\,dr=\gamma\int_0^\infty g(u)\,du .$$

If the integral on the right converges, so does the one on the left. Scaling the hydrogen density $n_1(r)=e^{-2r}/\pi$ with $\gamma=Z$ gives exactly $n_Z$, hence $E^{\rm GGA}[n_Z]=Z\,E^{\rm GGA}[n_1]$.

## The self-energy of the 1s density

The charge inside radius $r$ is

$$Q(r)=\int_0^r4\pi s^2n_Z(s)\,ds=1-(1+2Zr+2Z^2r^2)e^{-2Zr},$$

as differentiating the right-hand side confirms. Adding a shell of charge $4\pi r^2n_Z\,dr$ to a sphere that already holds $Q(r)$ costs the energy $4\pi r\,n_Z\,Q\,dr$. With $\int_0^\infty r^ke^{-br}dr=k!/b^{k+1}$, the total is

$$\int_0^\infty4Z^3re^{-2Zr}Q(r)\,dr
=4Z\left(\frac14-\frac1{16}-\frac1{16}-\frac3{64}\right)=\frac{5Z}{16}.$$

A single electron does not repel itself, so exact exchange cancels this energy: $E^{\rm exact}[n_Z]=-5Z/16$.

The same energy can be written as half the integral of density times potential. The potential at $r$ is

$$V(r)=\frac{Q(r)}r+\int_r^\infty4\pi s\,n_Z(s)\,ds=\frac{1-(1+Zr)e^{-2Zr}}r,$$

which leads to

$$\int_0^\infty2Z^3re^{-2Zr}\bigl(1-(1+Zr)e^{-2Zr}\bigr)dr
=2Z\left(\frac14-\frac1{16}-\frac1{32}\right)=\frac{5Z}{16}.$$

Dividing the two exchange energies removes $Z$:

$$\frac{E^{\rm GGA}[n_Z]}{E^{\rm exact}[n_Z]}=-\frac{16}{5}\,E^{\rm GGA}[n_1].$$

## What the Lean theorems say

Densities are functions `ℝ → ℝ` of the radius, and the energies integrate over `Ioi 0`, that is, $r>0$. The density $n_Z$ is `density1s Z`, and $n_\gamma$ is `scaled γ n`. The functions $x$ and $g$ are `reducedGradient n` and `ggaIntegrand F n`; the first uses the actual derivative `deriv n r`. The energies are `ggaExchange` and `exactExchange`, both with their negative signs, and $Q$ is `enclosedCharge`.

The main theorem, `exchange_ratio_independent`, takes any `F : ℝ → ℝ`, a charge `Z` with `0 < Z`, and the hypothesis `hF` that the GGA integrand is integrable for hydrogen. It concludes that the integrand is integrable at $Z$, that the GGA energy is $Z$ times its hydrogen value, and that the two ratios agree. Dividing the energy identity by $-4\pi$ gives the same linear law for the bare radial integral.

The hypothesis `hF` says that the GGA integral for hydrogen converges absolutely, so the chosen functional assigns hydrogen a finite exchange energy. It is a real restriction on $F$, because the reduced gradient of the 1s density, $x=2\pi^{1/3}e^{2Zr/3}$, grows exponentially in the tail.

`gga_scaling` is more general: it covers every density that is positive and differentiable for $r>0$ and has a convergent GGA integral. `exactExchange_1s` and `exchange_integral_1s` give the two evaluations of $5Z/16$, the first with a minus sign. The formula for $V$ links them in the derivation above, while the file evaluates each integral separately.

That exchange equals minus the self-energy is built into the definition of `exactExchange`, and is appropriate for one electron only. The charge $Z$ may be any positive real number. The density is the exact nonrelativistic 1s density of a point nucleus, not the self-consistent density of an approximate functional.

```lean
import Mathlib

open MeasureTheory Set Real

namespace HydrogenicExchangeScaling

noncomputable section

/-- The 1s density of a one-electron ion with nuclear charge `Z`, in atomic units. -/
def density1s (Z r : ℝ) : ℝ := Z ^ 3 * exp (-2 * Z * r) / π

/-- Uniform coordinate scaling of a radial density, `n(r) ↦ γ³ n(γ r)`. -/
def scaled (γ : ℝ) (n : ℝ → ℝ) : ℝ → ℝ := fun r => γ ^ 3 * n (γ * r)

/-- The signed reduced gradient `-n'/n^(4/3)` of a radial density, where `n(r) > 0`. It is the usual
`|n'|/n^(4/3)` where `n' ≤ 0`. -/
def reducedGradient (n : ℝ → ℝ) (r : ℝ) : ℝ := -deriv n r / n r ^ (4 / 3 : ℝ)

/-- The radial GGA exchange integrand `r² n^(4/3) F(x)`, where `n(r) > 0`. -/
def ggaIntegrand (F : ℝ → ℝ) (n : ℝ → ℝ) (r : ℝ) : ℝ :=
  r ^ 2 * n r ^ (4 / 3 : ℝ) * F (reducedGradient n r)

/-- The GGA exchange energy of a positive radial density, for a function `F` of the signed reduced
gradient that includes the prefactor of local exchange. -/
def ggaExchange (F : ℝ → ℝ) (n : ℝ → ℝ) : ℝ :=
  -(4 * π * ∫ r in Ioi (0 : ℝ), ggaIntegrand F n r)

/-- The number of electrons inside the sphere of radius `r`. -/
def enclosedCharge (n : ℝ → ℝ) (r : ℝ) : ℝ := ∫ s in (0 : ℝ)..r, 4 * π * s ^ 2 * n s

/-- The exact exchange energy of a one-electron radial density: minus its electrostatic
self-energy, assembled shell by shell. -/
def exactExchange (n : ℝ → ℝ) : ℝ :=
  -∫ r in Ioi (0 : ℝ), 4 * π * r * n r * enclosedCharge n r

/-- The exponential moments: `∫ r^k exp(-b r) dr = k!/b^(k+1)` over `r > 0`, for `b > 0`. -/
theorem moment (k : ℕ) {b : ℝ} (hb : 0 < b) :
    ∫ r in Ioi (0 : ℝ), r ^ k * exp (-(b * r)) = (k.factorial : ℝ) / b ^ (k + 1) := by
  have h := Real.integral_rpow_mul_exp_neg_mul_Ioi (a := (k : ℝ) + 1) (r := b)
    (by positivity) hb
  rw [Real.Gamma_nat_eq_factorial] at h
  simp only [add_sub_cancel_right, Real.rpow_natCast] at h
  rw [h, show (k : ℝ) + 1 = ((k + 1 : ℕ) : ℝ) by push_cast; rfl, Real.rpow_natCast,
    div_pow, one_pow]
  ring

private theorem moment_integrable (k : ℕ) {b : ℝ} (hb : 0 < b) :
    Integrable (fun r : ℝ => r ^ k * exp (-(b * r))) (volume.restrict (Ioi 0)) := by
  by_contra h
  have h1 := moment k hb
  rw [integral_undef h] at h1
  have : 0 < (k.factorial : ℝ) / b ^ (k + 1) := by positivity
  linarith

private theorem radial_integral {a b : ℝ} (ha : 0 < a) (hb : 0 < b) (c₀ c₁ c₂ c₃ : ℝ) :
    ∫ r in Ioi (0 : ℝ), (c₀ * (r ^ 1 * exp (-(a * r))) - (c₁ * (r ^ 1 * exp (-(b * r)))
      + c₂ * (r ^ 2 * exp (-(b * r))) + c₃ * (r ^ 3 * exp (-(b * r)))))
      = c₀ / a ^ 2 - (c₁ / b ^ 2 + 2 * c₂ / b ^ 3 + 6 * c₃ / b ^ 4) := by
  have i0 := (moment_integrable 1 ha).const_mul c₀
  have i1 := (moment_integrable 1 hb).const_mul c₁
  have i2 := (moment_integrable 2 hb).const_mul c₂
  have i3 := (moment_integrable 3 hb).const_mul c₃
  have i12 : Integrable (fun r : ℝ => c₁ * (r ^ 1 * exp (-(b * r)))
      + c₂ * (r ^ 2 * exp (-(b * r)))) (volume.restrict (Ioi 0)) := i1.add i2
  have i123 : Integrable (fun r : ℝ => c₁ * (r ^ 1 * exp (-(b * r)))
      + c₂ * (r ^ 2 * exp (-(b * r))) + c₃ * (r ^ 3 * exp (-(b * r))))
      (volume.restrict (Ioi 0)) := i12.add i3
  have f1 : ((Nat.factorial 1 : ℕ) : ℝ) = 1 := by norm_num [Nat.factorial]
  have f2 : ((Nat.factorial 2 : ℕ) : ℝ) = 2 := by norm_num [Nat.factorial]
  have f3 : ((Nat.factorial 3 : ℕ) : ℝ) = 6 := by norm_num [Nat.factorial]
  rw [integral_sub i0 i123, integral_add i12 i3, integral_add i1 i2]
  simp only [integral_const_mul, moment 1 ha, moment 1 hb, moment 2 hb, moment 3 hb, f1, f2, f3]
  ring

private theorem hasDerivAt_exp (Z r : ℝ) :
    HasDerivAt (fun s : ℝ => exp (-2 * Z * s)) (exp (-2 * Z * r) * (-2 * Z)) r := by
  have h : HasDerivAt (fun s : ℝ => -2 * Z * s) (-2 * Z) r :=
    ((hasDerivAt_id' r).const_mul (-2 * Z)).congr_deriv (by ring)
  exact h.exp

private theorem hasDerivAt_density (Z r : ℝ) :
    HasDerivAt (density1s Z) (-2 * Z * density1s Z r) r :=
  (((hasDerivAt_exp Z r).const_mul (Z ^ 3)).div_const π).congr_deriv
    (by unfold density1s; ring)

/-- Under uniform scaling with `γ > 0`, `n^(4/3)` gains the factor `γ⁴` and the reduced
gradient at `r` is the unscaled one at `γ r`, if the density is positive and differentiable at `γ r`. -/
theorem reducedGradient_scaled {n : ℝ → ℝ} {γ r : ℝ} (hγ : 0 < γ) (hn : 0 < n (γ * r))
    (hd : DifferentiableAt ℝ n (γ * r)) :
    (scaled γ n r) ^ (4 / 3 : ℝ) = γ ^ 4 * n (γ * r) ^ (4 / 3 : ℝ) ∧
      reducedGradient (scaled γ n) r = reducedGradient n (γ * r) := by
  have hpow : (γ ^ 3) ^ (4 / 3 : ℝ) = γ ^ 4 := by
    rw [← Real.rpow_natCast γ 3, ← Real.rpow_mul hγ.le, ← Real.rpow_natCast γ 4]
    norm_num
  have h1 : (scaled γ n r) ^ (4 / 3 : ℝ) = γ ^ 4 * n (γ * r) ^ (4 / 3 : ℝ) := by
    unfold scaled
    rw [Real.mul_rpow (by positivity) hn.le, hpow]
  have hl : HasDerivAt (fun y : ℝ => γ * y) γ r :=
    ((hasDerivAt_id' r).const_mul γ).congr_deriv (by ring)
  have h2 : HasDerivAt (scaled γ n) (γ ^ 3 * (deriv n (γ * r) * γ)) r :=
    (HasDerivAt.comp (h := fun y : ℝ => γ * y) r hd.hasDerivAt hl).const_mul (γ ^ 3)
  refine ⟨h1, ?_⟩
  -- numerator and denominator both gain `γ⁴`
  unfold reducedGradient
  rw [h1, h2.deriv, show -(γ ^ 3 * (deriv n (γ * r) * γ)) = γ ^ 4 * -deriv n (γ * r) by ring]
  exact mul_div_mul_left _ _ (by positivity)

/-- GGA exchange scales linearly, `E[n_γ] = γ E[n]` for `γ > 0`, for every positive
differentiable radial density whose exchange integral converges; the scaled integral
converges too. -/
theorem gga_scaling (F : ℝ → ℝ) (n : ℝ → ℝ) {γ : ℝ} (hγ : 0 < γ)
    (hn : ∀ r, 0 < r → 0 < n r) (hd : ∀ r, 0 < r → DifferentiableAt ℝ n r)
    (hF : IntegrableOn (ggaIntegrand F n) (Ioi 0)) :
    IntegrableOn (ggaIntegrand F (scaled γ n)) (Ioi 0) ∧
      ggaExchange F (scaled γ n) = γ * ggaExchange F n := by
  have pt : ∀ r ∈ Ioi (0 : ℝ),
      ggaIntegrand F (scaled γ n) r = γ ^ 2 * ggaIntegrand F n (γ * r) := by
    intro r hr
    have hr' : 0 < γ * r := mul_pos hγ hr
    obtain ⟨h1, h2⟩ := reducedGradient_scaled hγ (hn _ hr') (hd _ hr')
    unfold ggaIntegrand
    rw [h1, h2]
    ring
  constructor
  · have h : IntegrableOn (fun r => ggaIntegrand F n (γ * r)) (Ioi 0) := by
      rw [integrableOn_Ioi_comp_mul_left_iff (ggaIntegrand F n) 0 hγ, mul_zero]
      exact hF
    exact IntegrableOn.congr_fun (h.const_mul (γ ^ 2)) (fun r hr => (pt r hr).symm)
      measurableSet_Ioi
  · have hI : ∫ r in Ioi (0 : ℝ), ggaIntegrand F (scaled γ n) r
        = ∫ r in Ioi (0 : ℝ), γ ^ 2 * ggaIntegrand F n (γ * r) :=
      setIntegral_congr_fun measurableSet_Ioi (fun r hr => pt r hr)
    unfold ggaExchange
    rw [hI, integral_const_mul, integral_comp_mul_left_Ioi (ggaIntegrand F n) 0 hγ, mul_zero,
      smul_eq_mul]
    field_simp

private theorem enclosed_1s (Z r : ℝ) : enclosedCharge (density1s Z) r
    = 1 - (1 + 2 * Z * r + 2 * Z ^ 2 * (r * r)) * exp (-2 * Z * r) := by
  have hπ : π * π⁻¹ = 1 := mul_inv_cancel₀ Real.pi_ne_zero
  have h : ∀ s : ℝ, HasDerivAt
      (fun s : ℝ => -((1 + 2 * Z * s + 2 * Z ^ 2 * (s * s)) * exp (-2 * Z * s)))
      (4 * π * s ^ 2 * density1s Z s) s := by
    intro s
    have hp : HasDerivAt (fun s : ℝ => 1 + 2 * Z * s + 2 * Z ^ 2 * (s * s))
        (2 * Z + 4 * Z ^ 2 * s) s :=
      ((((hasDerivAt_id' s).const_mul (2 * Z)).const_add 1).fun_add
        (((hasDerivAt_id' s).fun_mul (hasDerivAt_id' s)).const_mul (2 * Z ^ 2))).congr_deriv
        (by ring)
    refine (hp.fun_mul (hasDerivAt_exp Z s)).fun_neg.congr_deriv ?_
    unfold density1s
    linear_combination (-(4 * Z ^ 3 * s ^ 2 * exp (-2 * Z * s))) * hπ
  unfold enclosedCharge
  rw [intervalIntegral.integral_eq_sub_of_hasDerivAt (fun s _ => h s)
    (Continuous.intervalIntegrable (by unfold density1s; fun_prop) _ _)]
  simp only [mul_zero, Real.exp_zero]
  ring

private theorem exp_four (Z r : ℝ) :
    exp (-(4 * Z * r)) = exp (-2 * Z * r) * exp (-2 * Z * r) := by
  rw [← Real.exp_add]
  congr 1
  ring

private theorem exp_two (Z r : ℝ) : exp (-(2 * Z * r)) = exp (-2 * Z * r) := by
  congr 1
  ring

/-- The exact exchange energy of the 1s density is `-5Z/16` for `Z > 0`. -/
theorem exactExchange_1s {Z : ℝ} (hZ : 0 < Z) :
    exactExchange (density1s Z) = -(5 * Z / 16) := by
  have hπ : π * π⁻¹ = 1 := mul_inv_cancel₀ Real.pi_ne_zero
  unfold exactExchange
  congr 1
  trans 4 * Z ^ 3 / (2 * Z) ^ 2 - (4 * Z ^ 3 / (4 * Z) ^ 2 + 2 * (8 * Z ^ 4) / (4 * Z) ^ 3
    + 6 * (8 * Z ^ 5) / (4 * Z) ^ 4)
  · rw [← radial_integral (by positivity : 0 < 2 * Z) (by positivity : 0 < 4 * Z)]
    refine setIntegral_congr_fun measurableSet_Ioi (fun r _ => ?_)
    rw [enclosed_1s, exp_four, exp_two]
    unfold density1s
    linear_combination (4 * Z ^ 3 * r * exp (-2 * Z * r) *
      (1 - (1 + 2 * Z * r + 2 * Z ^ 2 * (r * r)) * exp (-2 * Z * r))) * hπ
  · field_simp
    ring

/-- The integral of `2 Z³ r exp(-2 Z r) (1 - (1 + Z r) exp(-2 Z r))` over `r > 0` equals `5Z/16` for
`Z > 0`. -/
theorem exchange_integral_1s {Z : ℝ} (hZ : 0 < Z) :
    ∫ r in Ioi (0 : ℝ), 2 * Z ^ 3 * r * exp (-2 * Z * r) *
      (1 - (1 + Z * r) * exp (-2 * Z * r)) = 5 * Z / 16 := by
  trans 2 * Z ^ 3 / (2 * Z) ^ 2 - (2 * Z ^ 3 / (4 * Z) ^ 2 + 2 * (2 * Z ^ 4) / (4 * Z) ^ 3
    + 6 * 0 / (4 * Z) ^ 4)
  · rw [← radial_integral (by positivity : 0 < 2 * Z) (by positivity : 0 < 4 * Z)]
    refine setIntegral_congr_fun measurableSet_Ioi (fun r _ => ?_)
    rw [exp_four, exp_two]
    ring
  · field_simp
    ring

/-- For `Z > 0` and any function `F` whose GGA exchange integral converges at `Z = 1`, the integral
converges at `Z`, GGA exchange is `Z` times its `Z = 1` value, and the ratio of GGA to exact
exchange is the same as at `Z = 1`. -/
theorem exchange_ratio_independent (F : ℝ → ℝ) {Z : ℝ} (hZ : 0 < Z)
    (hF : IntegrableOn (ggaIntegrand F (density1s 1)) (Ioi 0)) :
    IntegrableOn (ggaIntegrand F (density1s Z)) (Ioi 0) ∧
      ggaExchange F (density1s Z) = Z * ggaExchange F (density1s 1) ∧
      ggaExchange F (density1s Z) / exactExchange (density1s Z)
        = ggaExchange F (density1s 1) / exactExchange (density1s 1) := by
  -- the ion's density is the scaled hydrogen density
  have hs : scaled Z (density1s 1) = density1s Z := by
    ext r
    unfold scaled density1s
    rw [show -2 * 1 * (Z * r) = -2 * Z * r by ring]
    ring
  have h := gga_scaling F (density1s 1) hZ (fun r _ => by unfold density1s; positivity)
    (fun r _ => (hasDerivAt_density 1 r).differentiableAt) hF
  rw [hs] at h
  refine ⟨h.1, h.2, ?_⟩
  rw [h.2, exactExchange_1s hZ, exactExchange_1s one_pos]
  field_simp

end

end HydrogenicExchangeScaling
```

```lean
#print axioms HydrogenicExchangeScaling.exchange_integral_1s
-- 'HydrogenicExchangeScaling.exchange_integral_1s' depends on axioms: [propext, Classical.choice, Quot.sound]
#print axioms HydrogenicExchangeScaling.exchange_ratio_independent
-- 'HydrogenicExchangeScaling.exchange_ratio_independent' depends on axioms: [propext, Classical.choice, Quot.sound]
```

## From the scaling law to the ratio in Lean

`reducedGradient_scaled` is the pointwise step. It obtains $(\gamma^3)^{4/3}=\gamma^4$ from the rules for real powers and the derivative of `scaled γ n` from the chain rule, then cancels $\gamma^4$ with `mul_div_mul_left`. In `gga_scaling`, the local statement `pt` is the identity $\gamma^2g(\gamma r)$ for the scaled integrand. Two library results on the substitution $u=\gamma r$ then transfer integrability and supply the factor $1/\gamma$.

For the electrostatics, `moment` derives the exponential integrals from the Gamma function. `moment_integrable` argues by contradiction: Lean gives a non-integrable function the integral zero, but these moments are positive. `radial_integral` combines four such moments into the pattern that both $5Z/16$ evaluations need.

`enclosed_1s` proves the formula for $Q$ by differentiating an antiderivative and applying the fundamental theorem of calculus. `exactExchange_1s` inserts that formula, matches the integrand to `radial_integral`, and finishes with `field_simp` and `ring`. `exchange_integral_1s` does not need $Q$: it matches its explicit integrand to `radial_integral` with the cubic coefficient set to zero, and finishes in the same way.

The final theorem first shows that `scaled Z (density1s 1)` equals `density1s Z`. It then applies `gga_scaling`, inserts the exact energies at $Z$ and at $1$, and cancels $Z$.

## Testing a functional on one-electron ions

In density functional theory, this means that the exact exchange energies of the 1s densities of all one-electron ions together impose a single condition on a $Z$-independent $F$ with a convergent integral: if its exchange energy is right for hydrogen, it is right for every $Z$. Adding more such ions to a fit of $F$ brings no new information about relative errors.

In a program, the result gives a simple test of a GGA routine. Put the analytic 1s density into one spin channel, evaluate the exchange energy for several $Z$, and divide by $-5Z/16$. The quotient should stay constant. If the radial points and the weights for $dr$ (without the factor $r^2$) are both divided by $Z$, the quadrature sum obeys the linear law too, apart from rounding, so the test cannot reveal a quadrature error common to all the ions. On a fixed grid, a drift with $Z$ can reveal poor resolution near the nucleus or a truncated tail. A fixed density cutoff also breaks the scaling, since it removes a different part of the scaled tail for each ion.
